# Reordering the Madelung series of an alternating chain can give any real value

In an infinite chain of point charges $\pm q$ with spacing $a$, I want the potential at one of the negative ions. The two ions at distance $na$ form a shell, and in units of $2q/(4\pi\varepsilon_0 a)$ the shells contribute $1-\tfrac12+\tfrac13-\cdots=\ln 2$. When I take two positive shells for each negative one, the sum settles at $\tfrac32\ln 2$ instead, although every ion is still counted exactly once. How far can the answer be moved just by changing the order?

## Steering the sum to a chosen target

It can be moved to any real number $T$. Number the shells $k=0,1,2,\dots$, so that shell $k$ contributes $(-1)^k f(k)$ with $f(k)=1/(k+1)$. After $p$ positive and $m$ negative shells, each kind taken outwards, the potential is

$$\Phi=\sum_{i<p} f(2i)-\sum_{i<m} f(2i+1).$$

If $\Phi\le T$, add the next positive shell, $2p$; otherwise add the next negative one, $2m+1$. For $T=0$ this gives $1-\tfrac12-\tfrac14-\tfrac16-\tfrac18+\tfrac13-\cdots$.

**Every shell is used once.** Both one-sign sums diverge, because

$$f(2i)=\frac1{2i+1}\ge\frac1{2(i+1)},\qquad f(2i+1)=\frac1{2(i+1)},$$

and half the harmonic series diverges. If only positive shells were added from some step on, $\Phi$ would eventually exceed $T$, and the rule would call for a negative shell. If only negative shells were added, $\Phi$ would fall to $T$ or below, and a positive shell would follow. So $p$ and $m$ both grow without bound. Each rises by one when its shell is used, so no shell is skipped or repeated.

**The sums converge to $T$.** Let $\varepsilon>0$. Only finitely many shells have $f(k)\ge\varepsilon$, and each is used once, so from some step $N$ on every change in $\Phi$ is smaller than $\varepsilon$. Write $\Phi_n$ for the potential after $n$ steps, and choose $a_0\ge N$ with $\Phi_{a_0}\le T$. Then $\Phi_n<T+\varepsilon$ for all $n\ge a_0$: from at most $T$ a step rises by less than $\varepsilon$, and from above $T$ it doesn't rise. Likewise, if $b_0\ge N$ and $\Phi_{b_0}>T$, then $\Phi_n>T-\varepsilon$ for all $n\ge b_0$. Beyond both steps, $|\Phi_n-T|<\varepsilon$.

## The order as a permutation in Lean

`madelung_arbitrary_value` says that for every real `T` there is a permutation `s` of the positive integers `ℕ+` for which the reordered partial sums tend to `T`. Since `range N` starts at zero, `n.succPNat` stands for $n+1$, and the sum runs over $s(1),\dots,s(N)$. The prefactor $2q/(4\pi\varepsilon_0 a)$ is left out.

The general theorem `exists_order_tendsto` takes any `f` that is nonnegative (`hf`) and tends to zero (`h0`), with divergent positive and negative sums (`hU`, `hV`). It is Riemann's rearrangement argument for strictly alternating signs. It also applies to $f(k)=(k+1)^{-\alpha}$ with $0<\alpha\le1$, a slower decay than Coulomb's when $\alpha<1$.

```lean
import Mathlib

open Filter Finset Topology

namespace MadelungReordering

noncomputable section

/-- Potential of the first `c false` positive (even) and the first `c true` negative (odd)
shells of an alternating chain whose shell `k` contributes with magnitude `f k`. -/
def potential (f : ℕ → ℝ) (c : Bool → ℕ) : ℝ :=
  ∑ i ∈ range (c false), f (2 * i) - ∑ i ∈ range (c true), f (2 * i + 1)

/-- Numbers of positive (`false`) and negative (`true`) shells used after `n` greedy steps: a
negative shell is added if the potential exceeds the target `T`, otherwise a positive one. -/
def counts (f : ℕ → ℝ) (T : ℝ) : ℕ → Bool → ℕ
  | 0 => fun _ => 0
  | n + 1 => fun b =>
    counts f T n b + if decide (T < potential f (counts f T n)) = b then 1 else 0

/-- Whether the potential after `n` greedy steps exceeds the target `T`. -/
def side (f : ℕ → ℝ) (T : ℝ) (n : ℕ) : Bool := decide (T < potential f (counts f T n))

/-- The shell that the greedy rule with target `T` adds at step `n`. -/
def pick (f : ℕ → ℝ) (T : ℝ) (n : ℕ) : ℕ :=
  2 * counts f T n (side f T n) + (side f T n).toNat

variable (f : ℕ → ℝ) (T : ℝ)

/-- Each greedy step adds one shell, of the sign chosen by the rule. -/
theorem counts_succ (n : ℕ) (b : Bool) :
    counts f T (n + 1) b = counts f T n b + if side f T n = b then 1 else 0 := rfl

/-- After `n` greedy steps `n` shells have been used. -/
theorem counts_total (n : ℕ) : counts f T n false + counts f T n true = n := by
  induction n with
  | zero => rfl
  | succ n ih =>
    rw [counts_succ, counts_succ]
    cases side f T n <;> simp <;> omega

/-- A greedy step adds `f k` for an even shell `k` to a potential that is at most `T`, and subtracts
`f k` for an odd shell `k` from a potential above `T`. -/
theorem potential_step (n : ℕ) :
    (potential f (counts f T n) ≤ T ∧ (-1 : ℝ) ^ pick f T n = 1 ∧
      potential f (counts f T (n + 1)) = potential f (counts f T n) + f (pick f T n)) ∨
    (T < potential f (counts f T n) ∧ (-1 : ℝ) ^ pick f T n = -1 ∧
      potential f (counts f T (n + 1)) = potential f (counts f T n) - f (pick f T n)) := by
  rcases le_or_gt (potential f (counts f T n)) T with h | h
  · have hs : side f T n = false := by simp [side, h]
    refine Or.inl ⟨h, by simp [pick, hs, pow_mul], ?_⟩
    simp only [potential, counts_succ, pick, hs, reduceIte, reduceCtorEq, Bool.toNat_false,
      add_zero, sum_range_succ]
    ring
  · have hs : side f T n = true := by simp [side, h]
    refine Or.inr ⟨h, by simp [pick, hs, pow_succ, pow_mul], ?_⟩
    simp only [potential, counts_succ, pick, hs, reduceIte, reduceCtorEq, Bool.toNat_true,
      add_zero, sum_range_succ]
    ring

/-- The partial sums in greedy order are the potentials of the shells used so far. -/
theorem sum_pick (n : ℕ) :
    ∑ i ∈ range n, (-1 : ℝ) ^ pick f T i * f (pick f T i) = potential f (counts f T n) := by
  induction n with
  | zero => simp [counts, potential]
  | succ n ih =>
    rcases potential_step f T n with ⟨-, s, e⟩ | ⟨-, s, e⟩ <;>
      rw [sum_range_succ, ih, s, e] <;> ring

variable {f}

/-- If the sums of `f` over the even and over the odd shells both tend to `+∞`, every shell of
either sign gets its turn. -/
theorem shell_reached (hU : Tendsto (fun N => ∑ i ∈ range N, f (2 * i)) atTop atTop)
    (hV : Tendsto (fun N => ∑ i ∈ range N, f (2 * i + 1)) atTop atTop) (b : Bool) (m : ℕ) :
    ∃ n, side f T n = b ∧ counts f T n b = m := by
  have key : ∀ m n₀, counts f T n₀ b = m → ∃ n, side f T n = b ∧ counts f T n b = m := by
    intro m n₀ h₀
    by_contra hc
    -- otherwise only shells of the other sign are added from step n₀ on
    have run : ∀ n, n₀ ≤ n → counts f T n b = m := by
      intro n hn
      induction n, hn using Nat.le_induction with
      | base => exact h₀
      | succ n hn ih => rw [counts_succ, if_neg fun h => hc ⟨n, h, ih⟩, add_zero, ih]
    cases b with
    | false =>
      obtain ⟨k, hk, hk'⟩ := ((hV.eventually_ge_atTop (∑ i ∈ range m, f (2 * i) - T)).and
        (eventually_ge_atTop n₀)).exists
      have h1 := run (m + k) (by omega)
      have h2 : counts f T (m + k) true = k := by have := counts_total f T (m + k); omega
      refine hc ⟨m + k, ?_, h1⟩
      simp only [side, potential, h1, h2, decide_eq_false_iff_not, not_lt]
      linarith
    | true =>
      obtain ⟨k, hk, hk'⟩ := ((hU.eventually_gt_atTop (∑ i ∈ range m, f (2 * i + 1) + T)).and
        (eventually_ge_atTop n₀)).exists
      have h1 := run (m + k) (by omega)
      have h2 : counts f T (m + k) false = k := by have := counts_total f T (m + k); omega
      refine hc ⟨m + k, ?_, h1⟩
      simp only [side, potential, h1, h2, decide_eq_true_eq]
      linarith
  induction m with
  | zero => exact key 0 0 rfl
  | succ m ih =>
    obtain ⟨n, hs, hn⟩ := ih
    exact key (m + 1) (n + 1) (by rw [counts_succ, if_pos hs, hn])

/-- If the sums of `f` over the even and over the odd shells both tend to `+∞`, the greedy rule uses
every shell exactly once. -/
theorem pick_bijective (hU : Tendsto (fun N => ∑ i ∈ range N, f (2 * i)) atTop atTop)
    (hV : Tendsto (fun N => ∑ i ∈ range N, f (2 * i + 1)) atTop atTop) :
    Function.Bijective (pick f T) := by
  have mono : ∀ b, Monotone fun n => counts f T n b := fun b =>
    monotone_nat_of_le_succ fun n => by simp [counts_succ]
  -- a shell used at step i is no longer available at a later step j
  have ne : ∀ i j, i < j → pick f T i ≠ pick f T j := by
    intro i j hij h
    have h1 : counts f T (i + 1) (side f T i) ≤ counts f T j (side f T i) :=
      mono _ (Nat.succ_le_of_lt hij)
    rw [counts_succ, if_pos rfl] at h1
    simp only [pick] at h
    cases hi : side f T i <;> cases hj : side f T j <;>
      simp only [hi, hj, Bool.toNat_false, Bool.toNat_true] at h h1 <;> omega
  refine ⟨fun i j h => by_contra fun hne => (lt_or_gt_of_ne hne).elim
    (fun l => ne i j l h) (fun l => ne j i l h.symm), fun k => ?_⟩
  obtain ⟨m, rfl | rfl⟩ := Nat.even_or_odd' k
  · obtain ⟨n, hs, hn⟩ := shell_reached T hU hV false m
    exact ⟨n, by simp [pick, hs, hn]⟩
  · obtain ⟨n, hs, hn⟩ := shell_reached T hU hV true m
    exact ⟨n, by simp [pick, hs, hn]⟩

/-- Let the shells of an alternating chain have nonnegative magnitudes that tend to zero, with
divergent sums over the positive and over the negative shells. Then for every real `T` some
order of summation gives the potential `T`. -/
theorem exists_order_tendsto (hf : ∀ k, 0 ≤ f k) (h0 : Tendsto f atTop (𝓝 0))
    (hU : Tendsto (fun N => ∑ i ∈ range N, f (2 * i)) atTop atTop)
    (hV : Tendsto (fun N => ∑ i ∈ range N, f (2 * i + 1)) atTop atTop) :
    ∃ σ : Equiv.Perm ℕ,
      Tendsto (fun N => ∑ n ∈ range N, (-1 : ℝ) ^ σ n * f (σ n)) atTop (𝓝 T) := by
  have hb := pick_bijective T hU hV
  refine ⟨Equiv.ofBijective _ hb, ?_⟩
  simp only [Equiv.ofBijective_apply, sum_pick]
  rw [Metric.tendsto_atTop]
  intro ε hε
  obtain ⟨N, hN⟩ := eventually_atTop.1
    ((h0.comp hb.1.nat_tendsto_atTop).eventually_lt_const hε)
  simp only [Function.comp_apply] at hN
  -- late visits a below and b above the target
  obtain ⟨a, ha, haN⟩ := shell_reached T hU hV false N
  obtain ⟨b, hb', hbN⟩ := shell_reached T hU hV true N
  simp only [side, decide_eq_false_iff_not, not_lt] at ha
  simp only [side, decide_eq_true_eq] at hb'
  have ta := counts_total f T a
  have tb := counts_total f T b
  -- from then on the potential overshoots on either side by less than ε
  have up : ∀ n, a ≤ n → potential f (counts f T n) < T + ε := by
    intro n hn
    induction n, hn using Nat.le_induction with
    | base => linarith
    | succ n hn ih =>
      have h1 := hN n (by omega)
      have h2 := hf (pick f T n)
      rcases potential_step f T n with ⟨h, -, e⟩ | ⟨h, -, e⟩ <;> linarith
  have lo : ∀ n, b ≤ n → T - ε < potential f (counts f T n) := by
    intro n hn
    induction n, hn using Nat.le_induction with
    | base => linarith
    | succ n hn ih =>
      have h1 := hN n (by omega)
      have h2 := hf (pick f T n)
      rcases potential_step f T n with ⟨h, -, e⟩ | ⟨h, -, e⟩ <;> linarith
  refine ⟨max a b, fun n hn => ?_⟩
  have h1 := up n (le_trans (le_max_left a b) hn)
  have h2 := lo n (le_trans (le_max_right a b) hn)
  rw [Real.dist_eq, abs_lt]
  constructor <;> linarith

/-- For every real `T` there is a permutation `s` of the positive integers for which the
reordered Madelung series with terms `(-1)^(s(n)+1)/s(n)` converges to `T`. -/
theorem madelung_arbitrary_value :
    ∃ s : Equiv.Perm ℕ+, Tendsto (fun N => ∑ n ∈ range N,
      (-1 : ℝ) ^ ((s n.succPNat : ℕ) + 1) / ((s n.succPNat : ℕ) : ℝ)) atTop (𝓝 T) := by
  -- both one-sign sums dominate half the harmonic series
  have hH : Tendsto (fun N => ∑ i ∈ range N, (1 / 2 : ℝ) * (1 / ((i : ℝ) + 1)))
      atTop atTop := by
    simpa only [Finset.mul_sum] using
      Real.tendsto_sum_range_one_div_nat_succ_atTop.const_mul_atTop
        (by norm_num : (0 : ℝ) < 1 / 2)
  have key : ∀ i k : ℕ, k ≤ 2 * i + 1 →
      (1 / 2 : ℝ) * (1 / ((i : ℝ) + 1)) ≤ 1 / ((k : ℝ) + 1) := by
    intro i k h
    have hk : (k : ℝ) ≤ 2 * i + 1 := by exact_mod_cast h
    rw [show (1 / 2 : ℝ) * (1 / ((i : ℝ) + 1)) = 1 / (2 * ((i : ℝ) + 1)) by field_simp]
    exact one_div_le_one_div_of_le (by positivity) (by linarith)
  obtain ⟨σ, hσ⟩ := exists_order_tendsto (f := fun k : ℕ => 1 / ((k : ℝ) + 1)) T
    (fun k => by positivity) tendsto_one_div_add_atTop_nhds_zero_nat
    (tendsto_atTop_mono (fun N => sum_le_sum fun i _ => key i (2 * i) (by omega)) hH)
    (tendsto_atTop_mono (fun N => sum_le_sum fun i _ => key i (2 * i + 1) le_rfl) hH)
  refine ⟨(Equiv.pnatEquivNat.trans σ).trans Equiv.pnatEquivNat.symm, ?_⟩
  refine hσ.congr fun N => sum_congr rfl fun n _ => ?_
  have e : ((((Equiv.pnatEquivNat.trans σ).trans Equiv.pnatEquivNat.symm) n.succPNat : ℕ+) : ℕ)
      = σ n + 1 := rfl
  rw [e]
  push_cast
  ring

end

end MadelungReordering
```

```lean
#print axioms MadelungReordering.madelung_arbitrary_value
-- 'MadelungReordering.madelung_arbitrary_value' depends on axioms: [propext, Classical.choice, Quot.sound]
```

In `counts`, the label `false` holds $p$ and `true` holds $m$; `pick` is the shell added. `potential_step` computes one step's change, and `sum_pick` identifies the reordered partial sums with $\Phi_n$ by induction.

`shell_reached` is the divergence argument: assuming that a shell's turn never comes, it freezes one count, and `counts_total` makes the other grow until the rule must switch. `pick_bijective` adds that the counts never decrease, which rules out repeats.

In `exists_order_tendsto`, injectivity of `pick` makes late contributions small. The steps `a` and `b` are my $a_0$ and $b_0$, and the inductions `up` and `lo` give the two bounds. The final theorem supplies the harmonic comparison and shifts the labels from $k$ to $k+1$.

For lattice sums in electronic structure and simulation, this infinite chain of fixed point charges shows why a conditionally convergent Coulomb sum needs a stated summation order. Which value describes a large finite crystal is a separate physical question, which the theorem does not settle. For this chain, every unbroken finite piece whose two ends are both far from the ion gives a value close to $\ln 2$. In three dimensions the limit can depend on the shape and the surface of the growing crystal.
